# An eigenvalue of the approximate Phillips–Kleinman operator within the core residual norm of the valence energy

## Two levels and a tilted core vector

An atom has a core level at energy \(\varepsilon\) and a valence level at \(e>\varepsilon\). The Phillips–Kleinman construction lifts the core level to \(e\), so that no state lies below the valence state. In the basis of the exact core and valence states, \(H=\mathrm{diag}(\varepsilon,e)\). Suppose that the available core vector is tilted, \(c=(\cos\theta,\sin\theta)\). Adding \((e-\varepsilon)|c\rangle\langle c|\) to \(H\) gives an operator \(A\) with

\[
A-e=(e-\varepsilon)\begin{pmatrix}-\sin^2\theta&\sin\theta\cos\theta\\ \sin\theta\cos\theta&\sin^2\theta\end{pmatrix}.
\]

The trace is zero and the determinant is \(-(e-\varepsilon)^2\sin^2\theta\), so the eigenvalues of \(A\) are \(e\pm(e-\varepsilon)\sin\theta\). The core vector misses its own eigenvalue equation by \(Hc-\varepsilon c=(0,(e-\varepsilon)\sin\theta)\). The length of this vector is exactly the error in the energy.

## From the core residual to the energy error

Now let \(H\) be Hermitian on a finite-dimensional space, \(H\psi=e\psi\) with \(\psi\neq0\), \(\|c\|=1\), and \(s\) a real trial core energy (often written \(\varepsilon_c\)). Define
\[
r=Hc-sc,\qquad A=H+(e-s)|c\rangle\langle c|.
\]
Then \(A\) has an eigenvalue within \(\|r\|\) of \(e\). Since \(H\) is Hermitian,
\[
\langle r,\psi\rangle=\langle c,H\psi\rangle-s\langle c,\psi\rangle=(e-s)\langle c,\psi\rangle,
\]
and therefore
\[
(A-e)\psi=(e-s)\langle c,\psi\rangle c=\langle r,\psi\rangle c .
\]

\(A\) is Hermitian, because a real multiple of a projector has been added. Let \(b_i\) be an orthonormal eigenbasis of \(A\) with eigenvalues \(\mu_i\). Then
\[
\|(A-e)\psi\|^2=\sum_i(\mu_i-e)^2|\langle b_i,\psi\rangle|^2\ \ge\ \min_i(\mu_i-e)^2\,\|\psi\|^2 .
\]
The left side is \(|\langle r,\psi\rangle|^2\), so some eigenvalue \(\mu\) satisfies \(|\mu-e|\,\|\psi\|\le|\langle r,\psi\rangle|\le\|r\|\,\|\psi\|\), by Cauchy–Schwarz.

The expectation value of \(A\) in \(\psi\) obeys a bound of second order in the residual. From \(\langle\psi,(A-e)\psi\rangle=\langle r,\psi\rangle\langle\psi,c\rangle\),
\[
|e-s|\,|\langle\psi,(A-e)\psi\rangle|=|\langle r,\psi\rangle|^2\le\|r\|^2\|\psi\|^2 .
\]
For normalised \(\psi\) and \(s\ne e\), the error of the expectation value is at most \(\|r\|^2/|e-s|\), which is smaller than \(\|r\|\) when \(0<\|r\|<|e-s|\).

For pseudopotentials built from approximate core orbitals, the norm \(\|r\|\) of the core residual bounds the distance from \(e\) to the nearest eigenvalue of \(A\), for a single core vector in a finite basis and with the exact \(e\) as input. The step from that basis to the atom's full Hilbert space needs a separate argument.

## The operators and their residuals in Lean

The space `E` is a complex inner product space; finite dimension is assumed only where an eigenbasis is needed.

```lean
import Mathlib

namespace ApproximatePhillipsKleinman

noncomputable section

variable {E : Type*} [NormedAddCommGroup E] [InnerProductSpace ℂ E]
```

The residual is a vector, with `s` real by its type.

```lean
/-- The residual `r = H c - s c` of a trial core vector `c` with trial core energy `s`. -/
def coreResidual (H : E →ₗ[ℂ] E) (s : ℝ) (c : E) : E := H c - (s : ℂ) • c
```

`approxPK` is \(A\) as a linear map. Lean's inner product is linear in its second argument, so `inner ℂ c x • c` is \(|c\rangle\langle c|x\rangle\).

```lean
/-- The approximate Phillips-Kleinman operator `H + (e - s) |c⟩⟨c|`, built from a trial core
vector `c`, a trial core energy `s` and a valence energy `e`. -/
def approxPK (H : E →ₗ[ℂ] E) (e s : ℝ) (c : E) : E →ₗ[ℂ] E where
  toFun x := H x + ((e - s : ℝ) : ℂ) • inner ℂ c x • c
  map_add' x y := by
    simp only [map_add, inner_add_right]
    module
  map_smul' m x := by
    simp only [map_smul, inner_smul_right, RingHom.id_apply]
    module
```

`IsSymmetric` means \(\langle Hx,y\rangle=\langle x,Hy\rangle\), which is Hermiticity of the matrix in any finite orthonormal basis. \(A\) inherits it because \(e-s\) equals its own conjugate.

```lean
/-- The approximate Phillips-Kleinman operator of a Hermitian `H` is Hermitian. -/
theorem approxPK_isSymmetric {H : E →ₗ[ℂ] E} (hH : H.IsSymmetric) (e s : ℝ) (c : E) :
    (approxPK H e s c).IsSymmetric := by
  intro x y
  change inner ℂ (H x + ((e - s : ℝ) : ℂ) • inner ℂ c x • c) y
    = inner ℂ x (H y + ((e - s : ℝ) : ℂ) • inner ℂ c y • c)
  rw [inner_add_left, inner_add_right, hH x y]
  simp only [inner_smul_left, inner_smul_right, Complex.conj_ofReal, inner_conj_symm]
  ring
```

The overlap identity moves `H` across the inner product with `hH c ψ` and then uses the eigenvalue equation.

```lean
/-- For Hermitian `H` with `H ψ = e ψ`, the overlap of the core residual with `ψ` is the energy
difference `e - s` times the overlap of the trial core vector with `ψ`. -/
theorem inner_coreResidual {H : E →ₗ[ℂ] E} (hH : H.IsSymmetric) {e : ℝ} {ψ : E}
    (hψ : H ψ = (e : ℂ) • ψ) (s : ℝ) (c : E) :
    inner ℂ (coreResidual H s c) ψ = ((e - s : ℝ) : ℂ) * inner ℂ c ψ := by
  rw [coreResidual, inner_sub_left, hH c ψ, hψ, inner_smul_right, inner_smul_left,
    Complex.conj_ofReal]
  push_cast
  ring
```

Substituting it gives the valence residual. Neither step needs \(c\) to be normalised.

```lean
/-- For Hermitian `H` with `H ψ = e ψ`, the approximate Phillips-Kleinman operator fails to
reproduce the eigenvalue equation of `ψ` by exactly `⟨r, ψ⟩ c`. -/
theorem approxPK_valence_residual {H : E →ₗ[ℂ] E} (hH : H.IsSymmetric) {e : ℝ} {ψ : E}
    (hψ : H ψ = (e : ℂ) • ψ) (s : ℝ) (c : E) :
    approxPK H e s c ψ - (e : ℂ) • ψ = inner ℂ (coreResidual H s c) ψ • c := by
  rw [inner_coreResidual hH hψ]
  change H ψ + ((e - s : ℝ) : ℂ) • inner ℂ c ψ • c - (e : ℂ) • ψ = _
  rw [hψ]
  module
```

The core vector has a residual too: \((A-e)c=Hc+(e-s)c-ec=r\), where \(\|c\|=1\) is used. In finite dimension this alone already puts an eigenvalue of \(A\) within \(\|r\|\) of \(e\); the valence vector \(\psi\) supplies the sharper bound \(|\langle r,\psi\rangle|/\|\psi\|\).

```lean
/-- A unit trial core vector satisfies the eigenvalue equation of the approximate
Phillips-Kleinman operator at the valence energy `e` up to exactly the core residual `r`. -/
theorem approxPK_core_residual (H : E →ₗ[ℂ] E) (e s : ℝ) {c : E} (hc : ‖c‖ = 1) :
    approxPK H e s c c - (e : ℂ) • c = coreResidual H s c := by
  have hcc : inner ℂ c c = (1 : ℂ) := by
    rw [inner_self_eq_norm_sq_to_K, hc]
    simp
  change H c + ((e - s : ℝ) : ℂ) • inner ℂ c c • c - (e : ℂ) • c = H c - (s : ℂ) • c
  rw [hcc]
  push_cast
  module
```

## Eigenvalue bounds

The next theorem is the eigenbasis argument for a general Hermitian `T`, run by contradiction. If every eigenvalue were farther than `δ` from `a`, then `hterm` and a nonzero component of `x` (`hne`) would make the residual longer than `δ * ‖x‖`.

```lean
/-- If a nonzero vector `x` satisfies the eigenvalue equation of a Hermitian operator `T` at the
real energy `a` up to an error of norm at most `δ ‖x‖`, then `T` has an eigenvalue within `δ`
of `a`. The space is finite-dimensional. -/
theorem exists_eigenvalue_of_residual [FiniteDimensional ℂ E] {T : E →ₗ[ℂ] E}
    (hT : T.IsSymmetric) {x : E} (hx : x ≠ 0) {a δ : ℝ}
    (h : ‖T x - (a : ℂ) • x‖ ≤ δ * ‖x‖) :
    ∃ μ : ℝ, Module.End.HasEigenvalue T (μ : ℂ) ∧ |μ - a| ≤ δ := by
  by_contra! hcon
  have hδ : 0 ≤ δ := by
    have h0 : 0 * ‖x‖ ≤ δ * ‖x‖ := by
      rw [zero_mul]
      exact (norm_nonneg _).trans h
    exact le_of_mul_le_mul_right h0 (norm_pos_iff.mpr hx)
  let b := hT.eigenvectorBasis rfl
  let ev := hT.eigenvalues rfl
  have hb : ∀ i, T (b i) = ((ev i : ℝ) : ℂ) • b i := fun i => hT.apply_eigenvectorBasis rfl i
  have hsq : ∀ i, δ ^ 2 < (ev i - a) ^ 2 := fun i => by
    rw [← sq_abs (ev i - a)]
    exact pow_lt_pow_left₀ (hcon (ev i) (hT.hasEigenvalue_eigenvalues rfl i)) hδ two_ne_zero
  have parseval : ∀ y : E, ∑ i, ‖inner ℂ (b i) y‖ ^ 2 = ‖y‖ ^ 2 :=
    fun y => b.sum_sq_norm_inner_right y
  -- in the eigenbasis the residual has components `(ev i - a) ⟨b i, x⟩`
  have hterm : ∀ i, ‖inner ℂ (b i) (T x - (a : ℂ) • x)‖ ^ 2
      = (ev i - a) ^ 2 * ‖inner ℂ (b i) x‖ ^ 2 := fun i => by
    have hcoef : inner ℂ (b i) (T x - (a : ℂ) • x)
        = ((ev i - a : ℝ) : ℂ) * inner ℂ (b i) x := by
      rw [inner_sub_right, ← hT (b i) x, hb, inner_smul_left, inner_smul_right,
        Complex.conj_ofReal]
      push_cast
      ring
    rw [hcoef, norm_mul, Complex.norm_real, Real.norm_eq_abs, mul_pow, sq_abs]
  have hne : ∃ i, inner ℂ (b i) x ≠ 0 := by
    by_contra! h0
    have hz : ‖x‖ ^ 2 = 0 := by
      rw [← parseval x]
      simp [h0]
    exact hx (by simpa using hz)
  -- if all eigenvalues were farther than `δ`, the residual would be too long
  have hlt : ∑ i, δ ^ 2 * ‖inner ℂ (b i) x‖ ^ 2
      < ∑ i, ‖inner ℂ (b i) (T x - (a : ℂ) • x)‖ ^ 2 := by
    obtain ⟨j, hj⟩ := hne
    simp only [hterm]
    apply Finset.sum_lt_sum
    · intro i _
      exact mul_le_mul_of_nonneg_right (hsq i).le (sq_nonneg _)
    · exact ⟨j, Finset.mem_univ j,
        mul_lt_mul_of_pos_right (hsq j) (pow_pos (norm_pos_iff.mpr hj) 2)⟩
  rw [← Finset.mul_sum, parseval, parseval] at hlt
  have h2 := pow_le_pow_left₀ (norm_nonneg _) h 2
  rw [mul_pow] at h2
  linarith
```

The main theorem applies this to \(\psi\) with \(\delta=|\langle r,\psi\rangle|/\|\psi\|\). One `μ` satisfies both bounds. The statement locates an energy only: the eigenvector of `μ` need not resemble \(\psi\), since the lifted core level also lies near \(e\).

```lean
/-- Let `H` be Hermitian on a finite-dimensional space, `H ψ = e ψ` with `ψ ≠ 0`, and `c` a unit
vector. Then the approximate Phillips-Kleinman operator has an eigenvalue within
`|⟨r, ψ⟩| / ‖ψ‖` of `e`, and this eigenvalue is also within `‖r‖` of `e`. -/
theorem approxPK_eigenvalue_near [FiniteDimensional ℂ E] {H : E →ₗ[ℂ] E}
    (hH : H.IsSymmetric) {e : ℝ} {ψ : E} (hψ : H ψ = (e : ℂ) • ψ) (hψ0 : ψ ≠ 0)
    (s : ℝ) {c : E} (hc : ‖c‖ = 1) :
    ∃ μ : ℝ, Module.End.HasEigenvalue (approxPK H e s c) (μ : ℂ) ∧
      |μ - e| * ‖ψ‖ ≤ ‖inner ℂ (coreResidual H s c) ψ‖ ∧
      |μ - e| ≤ ‖coreResidual H s c‖ := by
  have hpos : 0 < ‖ψ‖ := norm_pos_iff.mpr hψ0
  have hres : ‖approxPK H e s c ψ - (e : ℂ) • ψ‖
      ≤ ‖inner ℂ (coreResidual H s c) ψ‖ / ‖ψ‖ * ‖ψ‖ := by
    rw [approxPK_valence_residual hH hψ, norm_smul, hc, mul_one, div_mul_cancel₀ _ hpos.ne']
  obtain ⟨μ, hμ, hle⟩ :=
    exists_eigenvalue_of_residual (approxPK_isSymmetric hH e s c) hψ0 hres
  -- Cauchy-Schwarz turns the overlap into the norm of the residual
  exact ⟨μ, hμ, (le_div_iff₀ hpos).mp hle,
    hle.trans ((div_le_iff₀ hpos).mpr (norm_inner_le_norm _ _))⟩
```

The second-order estimate keeps the factor `|e - s|` on the left, which avoids a division. The `calc` block follows the derivation above.

```lean
/-- For Hermitian `H` with `H ψ = e ψ`, the approximate Phillips-Kleinman operator `A` satisfies
`|e - s| |⟨ψ, A ψ⟩ - e ⟨ψ, ψ⟩| ≤ ‖r‖² ‖ψ‖²`, where `r` is the core residual. -/
theorem approxPK_expectation_second_order {H : E →ₗ[ℂ] E} (hH : H.IsSymmetric) {e : ℝ}
    {ψ : E} (hψ : H ψ = (e : ℂ) • ψ) (s : ℝ) (c : E) :
    |e - s| * ‖inner ℂ ψ (approxPK H e s c ψ) - (e : ℂ) * inner ℂ ψ ψ‖
      ≤ ‖coreResidual H s c‖ ^ 2 * ‖ψ‖ ^ 2 := by
  have h1 : inner ℂ ψ (approxPK H e s c ψ) - (e : ℂ) * inner ℂ ψ ψ
      = inner ℂ (coreResidual H s c) ψ * inner ℂ ψ c := by
    rw [← inner_smul_right, ← inner_sub_right, approxPK_valence_residual hH hψ,
      inner_smul_right]
  have h2 : ‖inner ℂ (coreResidual H s c) ψ‖ = |e - s| * ‖inner ℂ c ψ‖ := by
    rw [inner_coreResidual hH hψ, norm_mul, Complex.norm_real, Real.norm_eq_abs]
  calc |e - s| * ‖inner ℂ ψ (approxPK H e s c ψ) - (e : ℂ) * inner ℂ ψ ψ‖
      = ‖inner ℂ (coreResidual H s c) ψ‖ ^ 2 := by
        rw [h1, norm_mul, norm_inner_symm ψ c, h2]
        ring
    _ ≤ (‖coreResidual H s c‖ * ‖ψ‖) ^ 2 :=
        pow_le_pow_left₀ (norm_nonneg _) (norm_inner_le_norm _ _) 2
    _ = ‖coreResidual H s c‖ ^ 2 * ‖ψ‖ ^ 2 := mul_pow _ _ 2
```

The bound is attained even in one dimension. Take \(H=t(1-|c\rangle\langle c|)\) with \(t\) real, \(\psi=c\), \(e=0\) and \(s=-t\). Then \(Hc=0\), \(r=tc\) and \(A=t\cdot 1\), so every eigenvalue lies at distance \(|t|=\|r\|\) from \(e\). Here core and valence vector coincide; the two-level atom attains the bound with distinct ones.

```lean
/-- The bound `‖r‖` is attained: for `H = t (1 - |c⟩⟨c|)` with a unit vector `c`, `ψ = c`, `e = 0`
and `s = -t`, the residual has norm `|t|` and every eigenvalue of the approximate
Phillips-Kleinman operator has distance `|t|` from `e`. -/
theorem approxPK_bound_sharp {H : E →ₗ[ℂ] E} {c : E} (hc : ‖c‖ = 1) (t : ℝ)
    (hH : ∀ x, H x = (t : ℂ) • (x - inner ℂ c x • c)) :
    H.IsSymmetric ∧ H c = 0 ∧ ‖coreResidual H (-t) c‖ = |t| ∧
      ∀ μ : ℂ, Module.End.HasEigenvalue (approxPK H 0 (-t) c) μ → ‖μ‖ = |t| := by
  have hcc : inner ℂ c c = (1 : ℂ) := by
    rw [inner_self_eq_norm_sq_to_K, hc]
    simp
  have hHc : H c = 0 := by rw [hH, hcc, one_smul, sub_self, smul_zero]
  refine ⟨fun x y => ?_, hHc, ?_, fun μ hμ => ?_⟩
  · simp only [hH, inner_smul_left, inner_smul_right, inner_sub_left, inner_sub_right,
      Complex.conj_ofReal, inner_conj_symm]
    ring
  · simp [coreResidual, hHc, norm_smul, hc]
  · -- the added projector completes `H` to `t` times the identity
    obtain ⟨v, hv⟩ := hμ.exists_hasEigenvector
    have h2 : approxPK H 0 (-t) c v = (t : ℂ) • v := by
      change H v + ((0 - -t : ℝ) : ℂ) • inner ℂ c v • c = _
      rw [hH]
      push_cast
      module
    have h3 : μ = (t : ℂ) := smul_left_injective ℂ hv.2 (hv.apply_eq_smul.symm.trans h2)
    rw [h3, Complex.norm_real, Real.norm_eq_abs]

end

end ApproximatePhillipsKleinman
```

```lean
#print axioms ApproximatePhillipsKleinman.approxPK_core_residual
#print axioms ApproximatePhillipsKleinman.approxPK_eigenvalue_near
#print axioms ApproximatePhillipsKleinman.approxPK_expectation_second_order
#print axioms ApproximatePhillipsKleinman.approxPK_bound_sharp
```

```
'ApproximatePhillipsKleinman.approxPK_core_residual' depends on axioms: [propext, Classical.choice, Quot.sound]
'ApproximatePhillipsKleinman.approxPK_eigenvalue_near' depends on axioms: [propext, Classical.choice, Quot.sound]
'ApproximatePhillipsKleinman.approxPK_expectation_second_order' depends on axioms: [propext, Classical.choice, Quot.sound]
'ApproximatePhillipsKleinman.approxPK_bound_sharp' depends on axioms: [propext, Classical.choice, Quot.sound]
```
